# Counting cross pairings of fields with conjugate fields, and the number-conserving bosonic Wick sum as a permanent

A formal count of Wick pairings has to fix what a pairing is. A complete contraction of an operator string splits the operators into groups of two, and the choice made here is to record it by its partner map: σ(x) is the operator contracted with x. The labels x name positions in the string, not modes, so two copies of the same operator carry different labels. A type A labels the fields and a type B the conjugate fields. The whole string is labelled by the disjoint union `A ⊕ B`, with elements `inl a` and `inr b`, written a and b in the formulas. X is an arbitrary label type. Contractions take values in a commutative semiring R, for instance the complex numbers. If the contraction of two fields and that of two conjugate fields vanish, only pairings that join each field to a conjugate field contribute to the bosonic Wick sum, and for equally many fields and conjugate fields the sum is a permanent. Without this condition further pairings can contribute, as in a squeezed state.

```lean
import Mathlib

open Finset
open Sum (inl inr)

namespace ChargedWickPairings

variable {A B X R : Type*} [CommSemiring R]
```

## Pairings and contractions

The partner of the partner is the original operator, and no operator is its own partner. A full pairing is therefore a map with

σ(σ(x)) = x and σ(x) ≠ x for all x.

```lean
/-- A full pairing of the operators labelled by `X`: an involution without fixed points. -/
def IsFullPairing (σ : X → X) : Prop :=
  Function.Involutive σ ∧ ∀ x, σ x ≠ x
```

A cross pairing is an involution that joins only unlike operators:

σ(σ(x)) = x for all x, σ(A) ⊆ B, σ(B) ⊆ A.

```lean
/-- A cross pairing of fields `A` and conjugate fields `B`: an involution of `A ⊕ B` sending
every element of `A` into `B` and every element of `B` into `A`. -/
def IsCrossPairing (σ : A ⊕ B → A ⊕ B) : Prop :=
  Function.Involutive σ ∧ (∀ a, ∃ b, σ (inl a) = inr b) ∧ (∀ b, ∃ a, σ (inr b) = inl a)
```

A bijection e : A → B, of Lean type `A ≃ B` with inverse `e.symm`, defines a map σₑ of the disjoint union:

σₑ(a) = e(a), σₑ(b) = e⁻¹(b).

```lean
/-- The map of `A ⊕ B` that sends `a` to `e a` and `b` to `e⁻¹ b`, for a bijection `e`. -/
def pairingOfEquiv (e : A ≃ B) : A ⊕ B → A ⊕ B :=
  Sum.elim (fun a => inr (e a)) (fun b => inl (e.symm b))
```

A contraction is a function C on unordered pairs {x, y}, which Lean writes `s(x, y)` in the type `Sym2`; that type also contains the diagonal pairs {x, x}. Two positions determine which operator stands first, so a dependence on operator order can be absorbed into the value of C. From a matrix G with rows labelled by A and columns by B, define a contraction Cᴳ by

Cᴳ{a, b} = G(a, b), Cᴳ{a, a′} = 0, Cᴳ{b, b′} = 0.

The last line of the definition checks symmetry in the two arguments, which `Sym2.lift` requires.

```lean
/-- The contraction on unordered pairs that equals `G a b` between a field `a` and a conjugate
field `b`, and zero between two operators of the same kind. -/
def chargedContraction (G : Matrix A B R) : Sym2 (A ⊕ B) → R :=
  Sym2.lift ⟨fun x y =>
    match x, y with
    | inl a, inr b => G a b
    | inr b, inl a => G a b
    | _, _ => 0,
    by rintro (a | b) (a' | b') <;> rfl⟩
```

## Cross pairings are bijections

Let σ be a cross pairing. Each a has a partner f(a) in B and each b a partner g(b) in A. Applying σ twice gives

a = σ(σ(a)) = σ(f(a)) = g(f(a)),
b = σ(σ(b)) = σ(g(b)) = f(g(b)),

so f is a bijection with inverse g, and σ = σₑ with e = f. Conversely σₑ exchanges the two summands, and it is an involution since e⁻¹(e(a)) = a and e(e⁻¹(b)) = b. In the proof `choose` extracts f and g, and `hgf` and `hfg` are the two displayed lines.

```lean
/-- A map of `A ⊕ B` is a cross pairing exactly when it comes from a bijection `A ≃ B`. -/
theorem isCrossPairing_iff (σ : A ⊕ B → A ⊕ B) :
    IsCrossPairing σ ↔ ∃ e : A ≃ B, pairingOfEquiv e = σ := by
  constructor
  · rintro ⟨hinv, hA, hB⟩
    -- partner maps `f : A → B` and `g : B → A`, mutually inverse since `σ` is an involution
    choose f hf using hA
    choose g hg using hB
    have hgf : ∀ a, g (f a) = a := by
      intro a
      have h1 : σ (σ (inl a)) = inl a := hinv (inl a)
      rw [hf a, hg (f a)] at h1
      exact Sum.inl.inj h1
    have hfg : ∀ b, f (g b) = b := by
      intro b
      have h1 : σ (σ (inr b)) = inr b := hinv (inr b)
      rw [hg b, hf (g b)] at h1
      exact Sum.inr.inj h1
    refine ⟨⟨f, g, hgf, hfg⟩, ?_⟩
    funext x
    rcases x with a | b
    · exact (hf a).symm
    · exact (hg b).symm
  · rintro ⟨e, rfl⟩
    refine ⟨?_, fun a => ⟨e a, rfl⟩, fun b => ⟨e.symm b, rfl⟩⟩
    rintro (a | b) <;> simp [pairingOfEquiv]
```

If two bijections e and e′ give the same map, evaluating it at a yields e(a) = e′(a) for every a, hence e = e′.

```lean
/-- Different bijections `A ≃ B` give different pairings. -/
theorem pairingOfEquiv_injective :
    Function.Injective (pairingOfEquiv : (A ≃ B) → (A ⊕ B → A ⊕ B)) := by
  intro e e' h
  ext a
  exact Sum.inr.inj (congrFun h (inl a))
```

A cross pairing sends every label to the other summand, so it fixes none and is a full pairing.

```lean
/-- Every cross pairing is a full pairing. -/
theorem IsCrossPairing.isFullPairing {σ : A ⊕ B → A ⊕ B} (h : IsCrossPairing σ) :
    IsFullPairing σ := by
  refine ⟨h.1, ?_⟩
  rintro (a | b) hx
  · obtain ⟨b, hb⟩ := h.2.1 a
    exact Sum.inr_ne_inl (hb.symm.trans hx)
  · obtain ⟨a, ha⟩ := h.2.2 b
    exact Sum.inl_ne_inr (ha.symm.trans hx)
```

The three defining equations of Cᴳ hold by unfolding the definition. They supply the vanishing hypotheses whenever a later theorem is applied to Cᴳ.

```lean
/-- The contraction built from a matrix `G` vanishes on `AA` and `BB` pairs and equals `G a b`
on the mixed pair `{a, b}`. -/
theorem chargedContraction_witness (G : Matrix A B R) :
    (∀ a a', chargedContraction G s(inl a, inl a') = 0) ∧
      (∀ b b', chargedContraction G s(inr b, inr b') = 0) ∧
      (∀ a b, chargedContraction G s(inl a, inr b) = G a b) :=
  ⟨fun _ _ => rfl, fun _ _ => rfl, fun _ _ => rfl⟩
```

## Finite sets, weights and the Wick sum

From here on the label types are finite. The full pairings of X form a finite set F(X), cut out of all maps X → X.

```lean
open Classical in
/-- The finite set of all full pairings of `X`. -/
noncomputable def fullPairings (X : Type*) [Fintype X] [DecidableEq X] : Finset (X → X) :=
  univ.filter fun σ => IsFullPairing σ
```

The cross pairings form a finite set K(A, B) in the same way.

```lean
open Classical in
/-- The finite set of all cross pairings of `A ⊕ B`. -/
noncomputable def crossPairings (A B : Type*) [Fintype A] [Fintype B] [DecidableEq A]
    [DecidableEq B] : Finset (A ⊕ B → A ⊕ B) :=
  univ.filter fun σ => IsCrossPairing σ
```

The pairs of a map σ are

P(σ) = { {x, σ(x)} : x ∈ X }.

For an involution, x and σ(x) produce the same unordered pair, and because P(σ) is a set that pair appears once.

```lean
/-- The set of unordered pairs `{x, σ x}`. -/
def pairs [Fintype X] [DecidableEq X] (σ : X → X) : Finset (Sym2 X) :=
  univ.image fun x => s(x, σ x)
```

The weight of σ multiplies the contractions of its pairs:

w(C, σ) = ∏_{p ∈ P(σ)} C(p).

```lean
/-- The weight of a pairing: the product of the contractions of its pairs. -/
def weight [Fintype X] [DecidableEq X] (C : Sym2 X → R) (σ : X → X) : R :=
  ∏ p ∈ pairs σ, C p
```

The Wick sum adds the weights of all full pairings:

W(C) = ∑_{σ ∈ F(X)} w(C, σ).

It carries no permutation signs, so it is the bosonic expression and fermions are not covered. W is a definition: no operators or states appear in the file, and Wick's theorem, which equates this sum with the expectation value of a product of bosonic field operators in a Gaussian state of zero mean (all one-point expectation values vanish), C being the two-point expectation values, is the physical input that gives W its meaning, not something derived here.

```lean
/-- The bosonic Wick sum: the sum of the weights of all full pairings. -/
noncomputable def wickSum [Fintype X] [DecidableEq X] (C : Sym2 X → R) : R :=
  ∑ σ ∈ fullPairings X, weight C σ
```

## The count

The characterisation of cross pairings reads, as an equality of finite sets,

K(A, B) = { σₑ : e a bijection A → B }.

```lean
variable [Fintype A] [Fintype B] [DecidableEq A] [DecidableEq B]

/-- The set of cross pairings is the image of the set of bijections `A ≃ B`. -/
theorem crossPairings_eq_image :
    crossPairings A B = (univ : Finset (A ≃ B)).image pairingOfEquiv := by
  ext σ
  simp only [crossPairings, mem_filter, mem_univ, true_and, mem_image]
  exact isCrossPairing_iff σ
```

Write |S| for the number of elements of a finite set S. Since e ↦ σₑ is injective, |K(A, B)| equals the number of bijections A → B. If |A| = |B| = n, the image of the first label can be chosen in n ways, that of the second in n − 1 ways, and so on, giving n!. If |A| ≠ |B| there is no bijection. Hence

|K(A, B)| = |A|! if |A| = |B|, and |K(A, B)| = 0 otherwise.

For empty A and B the empty map is the one cross pairing, in agreement with 0! = 1. The opening `rw` reduces the count to `Fintype.card (A ≃ B)`; `Fintype.card_equiv` supplies the factorial, and in the other branch a bijection would force equal cardinalities.

```lean
/-- The number of involutions of `A ⊕ B` sending `A` into `B` and `B` into `A` is `(card A)!`
if `A` and `B` have the same cardinality, and zero otherwise. -/
theorem card_crossPairings :
    (crossPairings A B).card =
      if Fintype.card A = Fintype.card B then (Fintype.card A).factorial else 0 := by
  -- counting cross pairings is counting bijections
  rw [crossPairings_eq_image, card_image_of_injective _ pairingOfEquiv_injective, card_univ]
  split_ifs with h
  · exact Fintype.card_equiv (Fintype.equivOfCardEq h)
  · have : IsEmpty (A ≃ B) := ⟨fun e => h (Fintype.card_congr e)⟩
    exact Fintype.card_eq_zero
```

## Only cross pairings contribute

The label a gives σₑ the pair {a, e(a)}. The label b gives {b, e⁻¹(b)}, which is the pair {a, e(a)} for a = e⁻¹(b). So P(σₑ) consists of the pairs {a, e(a)}; this is `hp`. Different a give different pairs, because a is the only member from A, and `Finset.prod_image` turns the product over pairs into one over A:

w(C, σₑ) = ∏ₐ C{a, e(a)}.

```lean
/-- The weight of the pairing given by a bijection `e` is the product over `a` of the
contractions of `a` with `e a`. -/
theorem weight_pairingOfEquiv (C : Sym2 (A ⊕ B) → R) (e : A ≃ B) :
    weight C (pairingOfEquiv e) = ∏ a, C s(inl a, inr (e a)) := by
  -- each pair is labelled by its member in `A`
  have hp : pairs (pairingOfEquiv e) =
      univ.image (fun a : A => (s(inl a, inr (e a)) : Sym2 (A ⊕ B))) := by
    ext p
    simp only [pairs, mem_image, mem_univ, true_and]
    constructor
    · rintro ⟨a | b, rfl⟩
      · exact ⟨a, rfl⟩
      · refine ⟨e.symm b, ?_⟩
        show (s(inl (e.symm b), inr (e (e.symm b))) : Sym2 (A ⊕ B)) =
          s(inr b, inl (e.symm b))
        rw [Equiv.apply_symm_apply]
        exact Sym2.eq_swap
    · rintro ⟨a, rfl⟩
      exact ⟨inl a, rfl⟩
  unfold weight
  rw [hp]
  refine Finset.prod_image ?_
  intro a _ a' _ h
  have h' : (s(inl a, inr (e a)) : Sym2 (A ⊕ B)) = s(inl a', inr (e a')) := h
  rcases Sym2.eq_iff.1 h' with ⟨h1, _⟩ | ⟨h1, _⟩
  · exact Sum.inl.inj h1
  · exact absurd h1 Sum.inl_ne_inr
```

Now assume

C{a, a′} = 0 and C{b, b′} = 0 for all a, a′, b, b′,

the hypotheses `hAA` and `hBB`. They express that two fields, or two conjugate fields, have no contraction, as happens when the fields are annihilation operators, the conjugate fields are creation operators, and the density operator of the state commutes with the total particle number; they are assumed, not derived from a symmetry. An involution that is not a cross pairing sends some a to an a′ or some b to a b′, and this pair puts a zero factor into the weight. The hypotheses include a = a′ and b = b′, so involutions with fixed points are covered too. The Lean proof argues by contradiction: a nonzero weight excludes like partners, which makes σ a cross pairing.

```lean
/-- If the contraction vanishes on `AA` and `BB` pairs, an involution that is not a cross
pairing has weight zero. -/
theorem weight_eq_zero_of_not_cross (C : Sym2 (A ⊕ B) → R)
    (hAA : ∀ a a', C s(inl a, inl a') = 0) (hBB : ∀ b b', C s(inr b, inr b') = 0)
    {σ : A ⊕ B → A ⊕ B} (hinv : Function.Involutive σ) (hn : ¬ IsCrossPairing σ) :
    weight C σ = 0 := by
  by_contra hne
  unfold weight at hne
  apply hn
  -- a pair of like operators would contribute a vanishing factor
  refine ⟨hinv, fun a => ?_, fun b => ?_⟩
  · obtain ⟨y, hy⟩ : ∃ y, σ (inl a) = y := ⟨_, rfl⟩
    rcases y with a' | b'
    · have hm : s(inl a, inl a') ∈ pairs σ :=
        mem_image.2 ⟨inl a, mem_univ _, congrArg (fun y : A ⊕ B => s(inl a, y)) hy⟩
      exact absurd (prod_eq_zero hm (hAA a a')) hne
    · exact ⟨b', hy⟩
  · obtain ⟨y, hy⟩ : ∃ y, σ (inr b) = y := ⟨_, rfl⟩
    rcases y with a' | b'
    · exact ⟨a', hy⟩
    · have hm : s(inr b, inr b') ∈ pairs σ :=
        mem_image.2 ⟨inr b, mem_univ _, congrArg (fun y : A ⊕ B => s(inr b, y)) hy⟩
      exact absurd (prod_eq_zero hm (hBB b b')) hne
```

The set K(A, B) lies inside F(A ⊕ B) (`hsub`) and the remaining terms vanish (`hz`), so

W(C) = ∑_{σ ∈ K(A, B)} w(C, σ) = ∑ₑ w(C, σₑ) = ∑ₑ ∏ₐ C{a, e(a)},

where e runs over all bijections A → B. The three lines of the `calc` block are these three equalities, with injectivity of e ↦ σₑ justifying the second.

```lean
/-- If the contraction vanishes on `AA` and `BB` pairs, the Wick sum over all full pairings is
the sum over bijections `e : A ≃ B` of the products of the contractions of `a` with `e a`. -/
theorem wickSum_eq_sum_equiv (C : Sym2 (A ⊕ B) → R)
    (hAA : ∀ a a', C s(inl a, inl a') = 0) (hBB : ∀ b b', C s(inr b, inr b') = 0) :
    wickSum C = ∑ e : A ≃ B, ∏ a, C s(inl a, inr (e a)) := by
  have hfull : ∀ σ, σ ∈ fullPairings (A ⊕ B) ↔ IsFullPairing σ := by
    intro σ
    simp only [fullPairings, mem_filter, mem_univ, true_and]
  have hcross : ∀ σ, σ ∈ crossPairings A B ↔ IsCrossPairing σ := by
    intro σ
    simp only [crossPairings, mem_filter, mem_univ, true_and]
  have hsub : crossPairings A B ⊆ fullPairings (A ⊕ B) :=
    fun σ hσ => (hfull σ).2 ((hcross σ).1 hσ).isFullPairing
  have hz : ∀ σ ∈ fullPairings (A ⊕ B), σ ∉ crossPairings A B → weight C σ = 0 :=
    fun σ hσ hn => weight_eq_zero_of_not_cross C hAA hBB ((hfull σ).1 hσ).1
      (fun hc => hn ((hcross σ).2 hc))
  -- only cross pairings survive, and these are indexed by bijections
  calc wickSum C = ∑ σ ∈ crossPairings A B, weight C σ := (sum_subset hsub hz).symm
    _ = ∑ e : A ≃ B, weight C (pairingOfEquiv e) := by
        rw [crossPairings_eq_image]
        exact Finset.sum_image (fun e _ e' _ h => pairingOfEquiv_injective h)
    _ = ∑ e : A ≃ B, ∏ a, C s(inl a, inr (e a)) :=
        sum_congr rfl fun e _ => weight_pairingOfEquiv C e
```

## Consequences

If |A| ≠ |B| the sum over e is empty, so W(C) = 0 under the same two hypotheses.

```lean
/-- If the contraction vanishes on `AA` and `BB` pairs and the numbers of fields and conjugate
fields differ, the Wick sum is zero. -/
theorem wickSum_eq_zero_of_card_ne (C : Sym2 (A ⊕ B) → R)
    (hAA : ∀ a a', C s(inl a, inl a') = 0) (hBB : ∀ b b', C s(inr b, inr b') = 0)
    (h : Fintype.card A ≠ Fintype.card B) : wickSum C = 0 := by
  rw [wickSum_eq_sum_equiv C hAA hBB]
  have : IsEmpty (A ≃ B) := ⟨fun e => h (Fintype.card_congr e)⟩
  simp
```

Take B = A and C = Cᴳ for a square matrix G. Bijections are then permutations e of A, and

W(Cᴳ) = ∑ₑ ∏ₐ G(a, e(a)) = perm G,

the permanent of G. Mathlib's `Matrix.permanent` permutes the row index, so the sum above is literally the permanent of the transpose, and `Matrix.permanent_transpose` identifies the two. For non-interacting bosons in a number-conserving Gaussian state, where Wick's theorem applies, this is the form of an n-particle Green's function at finitely many arguments as the permanent of one-particle Green's functions.

```lean
/-- For a square matrix `G` of mixed contractions, the Wick sum is the permanent of `G`. -/
theorem wickSum_eq_permanent (G : Matrix A A R) :
    wickSum (chargedContraction G) = G.permanent := by
  have hw := chargedContraction_witness G
  rw [wickSum_eq_sum_equiv _ hw.1 hw.2.1, ← Matrix.permanent_transpose G]
  unfold Matrix.permanent
  exact Finset.sum_congr (Finset.ext fun _ => by simp) (fun e _ => rfl)
```

If |A| = |B| = n and every entry of G equals one value g, each product over a is gⁿ (`hterm`) and there are n! terms:

W(Cᴳ) = n! · gⁿ.

At n = 0 both sides equal 1. An example is a single bosonic mode in a thermal state, with n creation operators standing to the left of n annihilation operators of that mode: every mixed contraction is then the mean occupation number g.

```lean
/-- For `n` fields and `n` conjugate fields whose mixed contractions all equal `g`, the Wick sum
is `n! * g ^ n`. -/
theorem wickSum_const (g : R) (n : ℕ) (hA : Fintype.card A = n) (hB : Fintype.card B = n) :
    wickSum (chargedContraction (Matrix.of fun (_ : A) (_ : B) => g)) =
      (n.factorial : R) * g ^ n := by
  have hw := chargedContraction_witness (Matrix.of fun (_ : A) (_ : B) => g)
  rw [wickSum_eq_sum_equiv _ hw.1 hw.2.1]
  -- each of the `n!` terms equals `g ^ n`
  have hterm : ∀ e : A ≃ B,
      ∏ a, chargedContraction (Matrix.of fun (_ : A) (_ : B) => g) s(inl a, inr (e a)) =
        g ^ n := by
    intro e
    calc _ = ∏ _a : A, g := prod_congr rfl fun a _ => hw.2.2 a (e a)
      _ = g ^ n := by rw [prod_const, card_univ, hA]
  calc _ = ∑ _e : A ≃ B, g ^ n := sum_congr rfl fun e _ => hterm e
    _ = (n.factorial : R) * g ^ n := by
        rw [sum_const, card_univ,
          Fintype.card_equiv (Fintype.equivOfCardEq (hA.trans hB.symm)), hA, nsmul_eq_mul]

end ChargedWickPairings
```

```lean
#print axioms ChargedWickPairings.card_crossPairings
#print axioms ChargedWickPairings.wickSum_eq_zero_of_card_ne
#print axioms ChargedWickPairings.wickSum_eq_permanent
#print axioms ChargedWickPairings.wickSum_const
```

```
'ChargedWickPairings.card_crossPairings' depends on axioms: [propext, Classical.choice, Quot.sound]
'ChargedWickPairings.wickSum_eq_zero_of_card_ne' depends on axioms: [propext, Classical.choice, Quot.sound]
'ChargedWickPairings.wickSum_eq_permanent' depends on axioms: [propext, Classical.choice, Quot.sound]
'ChargedWickPairings.wickSum_const' depends on axioms: [propext, Classical.choice, Quot.sound]
```
